# With level-independent tunnelling amplitudes, a quantum dot couples to one combination of its two leads

Consider a model of a quantum dot between two leads of non-interacting electrons, in which tunnelling is the only coupling between dot and leads and each pair of left and right lead modes tunnels to a single dot mode. Before diagonalising it, one can rotate each pair so that only one mode of the pair still tunnels to the dot. If the amplitudes are the same for all lead levels and the two leads have equal level energies, the other half of the lead modes can be left out of the problem that has to be solved together with the dot. For a Kondo calculation on such a model, this leaves one effective lead in place of two. If both amplitudes are nonzero, the operator for the current from one lead still contains both modes of each pair.

## The rotation and its consequences

Let $c_{Lk}$ and $c_{Rk}$ annihilate an electron in level $k$ of the left and right lead, where $k$ may include the spin. Let $d_m$ annihilate an electron in dot mode $m$, and let $s(k)$ be the dot mode to which level $k$ couples. With $\{x,y\}=xy+yx$, all annihilators anticommute with each other, each has anticommutator 1 with its own adjoint, and each has anticommutator 0 with the adjoints of the others. Physically, these relations describe fermions in orthonormal orbitals, so the dot orbitals do not overlap with those of the leads.

The tunnelling Hamiltonian is

$$H_T=\sum_k\left[d_{s(k)}^\dagger(t_Lc_{Lk}+t_Rc_{Rk})+(t_Lc_{Lk}+t_Rc_{Rk})^\dagger d_{s(k)}\right],$$

with complex amplitudes $t_L,t_R$ that do not depend on $k$. This is the usual idealisation when the tunnelling matrix elements vary little over the relevant energies. Let $t=\sqrt{|t_L|^2+|t_R|^2}>0$, $u=t_L/t$ and $v=t_R/t$, so that $|u|^2+|v|^2=1$. Define

$$a_k=u\,c_{Lk}+v\,c_{Rk},\qquad b_k=-v^*c_{Lk}+u^*c_{Rk}.$$

**Anticommutators.** Those between two annihilators vanish, because they expand into anticommutators that are all zero. For the others, the terms that mix left and right vanish, which leaves

$$\{a_k,a_l^\dagger\}=(|u|^2+|v|^2)\delta_{kl}=\delta_{kl},\qquad \{b_k,b_l^\dagger\}=(|v|^2+|u|^2)\delta_{kl}=\delta_{kl},$$

$$\{a_k,b_l^\dagger\}=(-uv+vu)\delta_{kl}=0,\qquad \{b_k,a_l^\dagger\}=(-v^*u^*+u^*v^*)\delta_{kl}=0.$$

**Number.** Expanding the products gives

$$a_k^\dagger a_k=|u|^2c_{Lk}^\dagger c_{Lk}+u^*v\,c_{Lk}^\dagger c_{Rk}+v^*u\,c_{Rk}^\dagger c_{Lk}+|v|^2c_{Rk}^\dagger c_{Rk},$$

$$b_k^\dagger b_k=|v|^2c_{Lk}^\dagger c_{Lk}-u^*v\,c_{Lk}^\dagger c_{Rk}-v^*u\,c_{Rk}^\dagger c_{Lk}+|u|^2c_{Rk}^\dagger c_{Rk}.$$

The cross terms cancel in the sum, which is $c_{Lk}^\dagger c_{Lk}+c_{Rk}^\dagger c_{Rk}$. If both leads have the same energies $\varepsilon_k$, multiplying by $\varepsilon_k$ and summing over $k$ shows that the lead Hamiltonian keeps its form; this last step is left to the reader and has no theorem in the code below.

**Tunnelling.** Since $t_Lc_{Lk}+t_Rc_{Rk}=t\,a_k$ and $t$ is real,

$$H_T=t\sum_k\left(d_{s(k)}^\dagger a_k+a_k^\dagger d_{s(k)}\right).$$

**Decoupling.** For any operators,

$$b(xy)-(xy)b=\{b,x\}y-x\{b,y\}.$$

An operator that anticommutes with both factors therefore commutes with their product. Each $b_q$ anticommutes with $a_k$ and $a_k^\dagger$ by the relations above, and with $d_{s(k)}$ and $d_{s(k)}^\dagger$ because $c_{Lq}$ and $c_{Rq}$ do. Hence $b_q$ commutes with every term of $H_T$.

## Operators, leads and dot in Lean

The operators are elements of `A`, a complex algebra with an adjoint `star` that conjugates scalars. No Hilbert space or dimension is fixed. The types `κ` and `σ` label lead levels and dot modes, and `ι` labels a general family.

```lean
import Mathlib

open scoped Kronecker Matrix

namespace TwoLeadRotation

noncomputable section

variable {A : Type*} [Ring A] [StarRing A] [Algebra ℂ A] [StarModule ℂ A]
variable {ι κ σ : Type*}
```

The anticommutator needs only a ring.

```lean
/-- The anticommutator `{x, y} = x y + y x`. -/
def anticomm {A : Type*} [Ring A] (x y : A) : A := x * y + y * x
```

The canonical relations are stated for a whole family `c`. The field `ann` includes the case $i=j$, which says that $2c_i^2=0$.

```lean
/-- The canonical anticommutation relations for a family of fermionic annihilation operators. -/
structure IsCAR {A : Type*} [Ring A] [StarRing A] (c : ι → A) : Prop where
  ann : ∀ i j, anticomm (c i) (c j) = 0
  same : ∀ i, anticomm (c i) (star (c i)) = 1
  diff : ∀ i j, i ≠ j → anticomm (c i) (star (c j)) = 0
```

The total amplitude $t$ is a real number, and it is read as a complex one where it divides $t_L$ and $t_R$.

```lean
/-- The total tunnelling amplitude `t = √(|tL|² + |tR|²)`. -/
def coupling (tL tR : ℂ) : ℝ := Real.sqrt (‖tL‖ ^ 2 + ‖tR‖ ^ 2)
```

The next two definitions are $a$ and $b$ for a single pair of operators `x` and `y`, one from each lead.

```lean
/-- The mode `a = (tL x + tR y) / t` built from lead operators `x` and `y`, for `t > 0`. -/
def evenMode (tL tR : ℂ) (x y : A) : A :=
  (tL / (coupling tL tR : ℂ)) • x + (tR / (coupling tL tR : ℂ)) • y

/-- The orthogonal mode `b = (-tR* x + tL* y) / t`, for `t > 0`. -/
def oddMode (tL tR : ℂ) (x y : A) : A :=
  (-star (tR / (coupling tL tR : ℂ))) • x + (star (tL / (coupling tL tR : ℂ))) • y
```

The tunnelling Hamiltonian is written in the original lead operators, so that it remains to be proved that the lead operators enter only through $a_k$ and its adjoint. The sum requires finitely many lead levels, and `tL` and `tR` carry no level index. Amplitudes that vary with $k$ are not covered, and neither the energies of the leads nor the Hamiltonian of the dot itself appears.

```lean
/-- The tunnelling Hamiltonian between two leads and a dot; lead level `k` couples to the
dot mode `s k`, for instance the one of equal spin. -/
def tunnelH [Fintype κ] (tL tR : ℂ) (s : κ → σ) (d : σ → A) (cL cR : κ → A) : A :=
  ∑ k, (star (d (s k)) * (tL • cL k + tR • cR k) + star (tL • cL k + tR • cR k) * d (s k))
```

## Normalisation and bilinearity

The first theorem is $uu^*+vv^*=1$. In its proof, `hs` expresses $t^2$ through the amplitudes, and `e` uses the reality of $t$ to move the conjugation to the numerator. The hypothesis `ht` says $t>0$: at $t=0$ the dot is disconnected and no combination is singled out.

```lean
/-- For `t > 0` the normalised amplitudes `tL / t` and `tR / t` have squared moduli that
sum to one. -/
theorem amplitudes_normalised {tL tR : ℂ} (ht : 0 < coupling tL tR) :
    tL / (coupling tL tR : ℂ) * star (tL / (coupling tL tR : ℂ))
      + tR / (coupling tL tR : ℂ) * star (tR / (coupling tL tR : ℂ)) = 1 := by
  have h0 : (coupling tL tR : ℂ) ≠ 0 := by exact_mod_cast ht.ne'
  have h : coupling tL tR ^ 2 = ‖tL‖ ^ 2 + ‖tR‖ ^ 2 := Real.sq_sqrt (by positivity)
  have hs : (coupling tL tR : ℂ) ^ 2 = tL * star tL + tR * star tR := by
    simp only [Complex.star_def, Complex.mul_conj, Complex.normSq_eq_norm_sq]
    exact_mod_cast h
  have e : ∀ z : ℂ, star (z / (coupling tL tR : ℂ)) = star z / (coupling tL tR : ℂ) := by
    intro z
    simp
  rw [e, e]
  calc _ = (tL * star tL + tR * star tR) / (coupling tL tR : ℂ) ^ 2 := by ring
    _ = 1 := by rw [← hs, div_self (pow_ne_zero 2 h0)]
```

The expansion used for every anticommutator above is stated once, for arbitrary coefficients and operators.

```lean
/-- The anticommutator of two superpositions expands into the four elementary ones. -/
theorem anticomm_combo {A : Type*} [Ring A] [Algebra ℂ A] (p q r s : ℂ) (x y z w : A) :
    anticomm (p • x + q • y) (r • z + s • w) = (p * r) • anticomm x z
      + (p * s) • anticomm x w + (q * r) • anticomm y z + (q * s) • anticomm y w := by
  simp only [anticomm, add_mul, mul_add, smul_mul_assoc, mul_smul_comm]
  module
```

## The rotated modes are again canonical

`Sum.elim cL cR` joins the two leads into one family, so the hypothesis `h` includes the relations between left and right. The conclusion is the same statement for all $a_k$ and $b_k$ together.

The first facts in the proof read off the individual anticommutators. `LL` records that $\{c_{Lk},c_{Ll}^\dagger\}$ and $\{c_{Rk},c_{Rl}^\dagger\}$ are equal, which replaces the $\delta_{kl}$ of the derivation. `D` then contains the four anticommutators with adjoints: the first two use the normalisation `hn` multiplied by this common value, and in the last two the coefficients cancel. The remaining lines distribute these results over the fields of `IsCAR`.

```lean
/-- If the modes of the two leads satisfy the canonical anticommutation relations and `t > 0`,
then so do the rotated modes `a k` and `b k`. -/
theorem rotated_isCAR {tL tR : ℂ} (ht : 0 < coupling tL tR) {cL cR : κ → A}
    (h : IsCAR (Sum.elim cL cR)) :
    IsCAR (Sum.elim (fun k => evenMode tL tR (cL k) (cR k))
      (fun k => oddMode tL tR (cL k) (cR k))) := by
  have hn := amplitudes_normalised ht
  have aLL : ∀ k l, anticomm (cL k) (cL l) = 0 := fun k l => h.ann (.inl k) (.inl l)
  have aLR : ∀ k l, anticomm (cL k) (cR l) = 0 := fun k l => h.ann (.inl k) (.inr l)
  have aRL : ∀ k l, anticomm (cR k) (cL l) = 0 := fun k l => h.ann (.inr k) (.inl l)
  have aRR : ∀ k l, anticomm (cR k) (cR l) = 0 := fun k l => h.ann (.inr k) (.inr l)
  have LR : ∀ k l, anticomm (cL k) (star (cR l)) = 0 :=
    fun k l => h.diff (.inl k) (.inr l) Sum.inl_ne_inr
  have RL : ∀ k l, anticomm (cR k) (star (cL l)) = 0 :=
    fun k l => h.diff (.inr k) (.inl l) Sum.inr_ne_inl
  -- both leads have the same anticommutators
  have LL : ∀ k l, anticomm (cL k) (star (cL l)) = anticomm (cR k) (star (cR l)) := by
    intro k l
    rcases eq_or_ne k l with rfl | e
    · exact (h.same (.inl k)).trans (h.same (.inr k)).symm
    · exact (h.diff (.inl k) (.inl l) (Sum.inl_injective.ne e)).trans
        (h.diff (.inr k) (.inr l) (Sum.inr_injective.ne e)).symm
  -- so the rotation keeps them, and the mixed ones cancel
  have D : ∀ k l : κ,
      anticomm (evenMode tL tR (cL k) (cR k)) (star (evenMode tL tR (cL l) (cR l)))
        = anticomm (cR k) (star (cR l)) ∧
      anticomm (oddMode tL tR (cL k) (cR k)) (star (oddMode tL tR (cL l) (cR l)))
        = anticomm (cR k) (star (cR l)) ∧
      anticomm (evenMode tL tR (cL k) (cR k)) (star (oddMode tL tR (cL l) (cR l))) = 0 ∧
      anticomm (oddMode tL tR (cL k) (cR k)) (star (evenMode tL tR (cL l) (cR l))) = 0 := by
    intro k l
    refine ⟨?_, ?_, ?_, ?_⟩ <;>
      simp only [evenMode, oddMode, star_add, star_smul, star_neg, star_star, anticomm_combo,
        LL, LR, RL, smul_zero, add_zero]
    · linear_combination (norm := module) hn • anticomm (cR k) (star (cR l))
    · linear_combination (norm := module) hn • anticomm (cR k) (star (cR l))
    · module
    · module
  refine ⟨?_, ?_, ?_⟩
  · rintro (k | k) (l | l) <;>
      simp only [Sum.elim_inl, Sum.elim_inr, evenMode, oddMode, anticomm_combo,
        aLL, aLR, aRL, aRR, smul_zero, add_zero]
  · rintro (k | k)
    · exact (D k k).1.trans (h.same (.inr k))
    · exact (D k k).2.1.trans (h.same (.inr k))
  · rintro (k | k) (l | l) e
    · exact (D k l).1.trans
        (h.diff (.inr k) (.inr l) fun q => e (by rw [Sum.inr_injective q]))
    · exact (D k l).2.2.1
    · exact (D k l).2.2.2
    · exact (D k l).2.1.trans
        (h.diff (.inr k) (.inr l) fun q => e (by rw [Sum.inr_injective q]))
```

## Number and tunnelling in the new modes

The number identity holds for any two elements `x` and `y`, since its derivation never used an anticommutation relation. After expansion, the normalisation is applied once to $x^\dagger x$ and once to $y^\dagger y$.

```lean
/-- For `t > 0` and any `x` and `y`, the rotated pair `a`, `b` satisfies `a†a + b†b = x†x + y†y`. -/
theorem number_preserved {tL tR : ℂ} (ht : 0 < coupling tL tR) (x y : A) :
    star (evenMode tL tR x y) * evenMode tL tR x y
      + star (oddMode tL tR x y) * oddMode tL tR x y = star x * x + star y * y := by
  have hn := amplitudes_normalised ht
  simp only [evenMode, oddMode, star_add, star_smul, star_neg, star_star, add_mul, mul_add,
    smul_mul_assoc, mul_smul_comm]
  linear_combination (norm := module) hn • (star x * x) + hn • (star y * y)
```

The rewriting of $H_T$ does not need the canonical relations either. The step `key` is $t_Lx+t_Ry=t\,a$; it is inserted in each term of the sum, and the real factor $t$ passes unchanged through the adjoint.

```lean
/-- For `t > 0` the tunnelling Hamiltonian couples the dot only to the modes `a k`, with the single
real amplitude `t`. -/
theorem tunnelH_eq [Fintype κ] {tL tR : ℂ} (ht : 0 < coupling tL tR) (s : κ → σ)
    (d : σ → A) (cL cR : κ → A) :
    tunnelH tL tR s d cL cR = (coupling tL tR : ℂ) •
      ∑ k, (star (d (s k)) * evenMode tL tR (cL k) (cR k)
        + star (evenMode tL tR (cL k) (cR k)) * d (s k)) := by
  have h0 : (coupling tL tR : ℂ) ≠ 0 := by exact_mod_cast ht.ne'
  -- the combination seen by the dot is `t a`
  have key : ∀ x y : A, tL • x + tR • y = (coupling tL tR : ℂ) • evenMode tL tR x y := by
    intro x y
    have e : ∀ z : ℂ, (coupling tL tR : ℂ) * (z / (coupling tL tR : ℂ)) = z := by
      intro z
      field_simp
    rw [evenMode, smul_add, smul_smul, smul_smul, e, e]
  rw [tunnelH, Finset.smul_sum]
  refine Finset.sum_congr rfl fun k _ => ?_
  rw [key]
  simp only [star_smul, mul_smul_comm, smul_mul_assoc, smul_add, Complex.star_def,
    Complex.conj_ofReal]
```

## The orthogonal modes commute with the tunnelling term

Here the canonical relations are assumed for both leads and the dot jointly. The theorem concerns $H_T$ only: under a full Hamiltonian with equal level energies in the two leads, $b_q$ would still evolve with its own lead energy.

The proof first restricts the hypothesis to the leads and applies the previous result, which gives `hr`. `pair` is the commutator identity of the derivation, and `hb` says that $b_q$ anticommutes with anything that both $c_{Lq}$ and $c_{Rq}$ anticommute with. After $H_T$ has been rewritten in terms of $a_k$, the last two bullets treat $d_{s(k)}^\dagger a_k$ and $a_k^\dagger d_{s(k)}$ in turn.

```lean
/-- If lead and dot modes together satisfy the canonical anticommutation relations and `t > 0`,
every mode `b q` commutes with the tunnelling Hamiltonian. -/
theorem oddMode_decoupled [Fintype κ] {tL tR : ℂ} (ht : 0 < coupling tL tR) (s : κ → σ)
    {d : σ → A} {cL cR : κ → A} (h : IsCAR (Sum.elim (Sum.elim cL cR) d)) (q : κ) :
    Commute (oddMode tL tR (cL q) (cR q)) (tunnelH tL tR s d cL cR) := by
  have hr := rotated_isCAR ht (cL := cL) (cR := cR)
    ⟨fun i j => h.ann (.inl i) (.inl j), fun i => h.same (.inl i),
      fun i j e => h.diff (.inl i) (.inl j) (Sum.inl_injective.ne e)⟩
  -- an operator that anticommutes with two factors commutes with their product
  have pair : ∀ b x y : A, anticomm b x = 0 → anticomm b y = 0 → Commute b (x * y) := by
    intro b x y h1 h2
    unfold anticomm at h1 h2
    change b * (x * y) = x * y * b
    linear_combination (norm := noncomm_ring) h1 * y - x * h2
  have hb : ∀ z, anticomm (cL q) z = 0 → anticomm (cR q) z = 0 →
      anticomm (oddMode tL tR (cL q) (cR q)) z = 0 := by
    intro z h1 h2
    have e := anticomm_combo (-star (tR / (coupling tL tR : ℂ)))
      (star (tL / (coupling tL tR : ℂ))) 1 0 (cL q) (cR q) z 0
    simpa only [oddMode, one_smul, smul_zero, add_zero, zero_smul, mul_zero, h1, h2] using e
  rw [tunnelH_eq ht]
  refine Commute.smul_right (Commute.sum_right _ _ _ fun k _ => Commute.add_right ?_ ?_) _
  · exact pair _ _ _ (hb _ (h.diff (.inl (.inl q)) (.inr (s k)) Sum.inl_ne_inr)
      (h.diff (.inl (.inr q)) (.inr (s k)) Sum.inl_ne_inr)) (hr.ann (.inr q) (.inl k))
  · exact pair _ _ _ (hr.diff (.inr q) (.inl k) Sum.inr_ne_inl)
      (hb _ (h.ann (.inl (.inl q)) (.inr (s k))) (h.ann (.inl (.inr q)) (.inr (s k))))
```

## Three modes as 8×8 matrices

The smallest case with tunnelling has one mode in each lead and one on the dot. In the basis (empty, occupied), `low` empties a single mode and `par` gives the occupied state a minus sign.

```lean
/-- The lowering matrix of a single fermionic mode. -/
def low : Matrix (Fin 2) (Fin 2) ℂ := !![0, 1; 0, 0]

/-- The parity matrix of a single fermionic mode. -/
def par : Matrix (Fin 2) (Fin 2) ℂ := !![1, 0; 0, -1]
```

The Jordan-Wigner construction puts `par` on all modes that precede the one being emptied. The theorem confirms that the three resulting matrices satisfy the relations assumed for leads and dot. Its proof collects eight identities between 2×2 matrices and then multiplies the Kronecker products factor by factor. For two different modes, the sign from moving `par` past `low` or its adjoint makes the two terms of the anticommutator cancel.

```lean
/-- Three Jordan-Wigner matrices, for one mode in each lead and one on the dot, satisfy the
canonical anticommutation relations. -/
theorem isCAR_witness :
    IsCAR (Sum.elim (Sum.elim (fun _ : Unit => low ⊗ₖ ((1 : Matrix (Fin 2) (Fin 2) ℂ) ⊗ₖ
        (1 : Matrix (Fin 2) (Fin 2) ℂ)))
      (fun _ : Unit => par ⊗ₖ (low ⊗ₖ (1 : Matrix (Fin 2) (Fin 2) ℂ))))
      (fun _ : Unit => par ⊗ₖ (par ⊗ₖ low))) := by
  obtain ⟨ll, pp, lp, pl, ps, hp, ph, lh⟩ : low * low = 0 ∧ par * par = 1 ∧
      low * par = (-1 : ℂ) • low ∧ par * low = low ∧ parᴴ = par ∧ lowᴴ * par = lowᴴ ∧
      par * lowᴴ = (-1 : ℂ) • lowᴴ ∧ low * lowᴴ + lowᴴ * low = 1 := by
    refine ⟨?_, ?_, ?_, ?_, ?_, ?_, ?_, ?_⟩ <;> ext i j <;> fin_cases i <;> fin_cases j <;>
      simp [low, par, Matrix.mul_apply, Matrix.conjTranspose_apply, Matrix.vecMul, dotProduct,
        Fin.sum_univ_succ]
  refine ⟨?_, ?_, ?_⟩
  · rintro ((_ | _) | _) ((_ | _) | _) <;>
      simp only [Sum.elim_inl, Sum.elim_inr, anticomm, ← Matrix.mul_kronecker_mul, ll, pp, lp,
        pl, one_mul, mul_one, Matrix.smul_kronecker, Matrix.kronecker_smul,
        Matrix.zero_kronecker, Matrix.kronecker_zero, add_zero] <;>
      module
  · rintro ((_ | _) | _) <;>
      simp only [Sum.elim_inl, Sum.elim_inr, anticomm, Matrix.star_eq_conjTranspose,
        Matrix.conjTranspose_kronecker, Matrix.conjTranspose_one, ps,
        ← Matrix.mul_kronecker_mul, pp, mul_one, ← Matrix.add_kronecker,
        ← Matrix.kronecker_add, lh, Matrix.one_kronecker_one]
  · rintro ((_ | _) | _) ((_ | _) | _) hij
    any_goals exact absurd rfl hij
    all_goals
      simp only [Sum.elim_inl, Sum.elim_inr, anticomm, Matrix.star_eq_conjTranspose,
        Matrix.conjTranspose_kronecker, Matrix.conjTranspose_one, ps,
        ← Matrix.mul_kronecker_mul, pp, lp, pl, hp, ph, one_mul, mul_one,
        Matrix.smul_kronecker, Matrix.kronecker_smul]
      module

end

end TwoLeadRotation
```

```lean
#print axioms TwoLeadRotation.number_preserved
-- 'TwoLeadRotation.number_preserved' depends on axioms: [propext, Classical.choice, Quot.sound]
#print axioms TwoLeadRotation.tunnelH_eq
-- 'TwoLeadRotation.tunnelH_eq' depends on axioms: [propext, Classical.choice, Quot.sound]
#print axioms TwoLeadRotation.oddMode_decoupled
-- 'TwoLeadRotation.oddMode_decoupled' depends on axioms: [propext, Classical.choice, Quot.sound]
```
